# A lower bound on the residual of a Rayleigh quotient in a spectral gap

## Operator, quotient and residual

Let $E$ be a finite-dimensional inner-product space over the real or complex numbers, with the inner product conjugate-linear in its first argument. Let $T$ be a symmetric operator on $E$, so that $\langle Tx,y\rangle=\langle x,Ty\rangle$ for all $x,y$. A real symmetric matrix is the real case and a Hermitian matrix the complex one.

For a unit vector $x$, the Rayleigh quotient is $\rho=\operatorname{Re}\langle x,Tx\rangle$ and the residual is $Tx-\rho x$. If $T$ is a Hamiltonian, $\rho$ is the mean energy and $\|Tx-\rho x\|^2$ the energy variance. Let $a\le b$ be real numbers, and call $(a,b)$ a gap if it contains no eigenvalue of $T$.

If $(a,b)$ is a gap, every unit $x$ satisfies
$$\|Tx-\rho x\|^2\ \ge\ (\rho-a)(b-\rho),$$
with equality exactly when $(T-b)(T-a)x=0$. Conversely, if $a<b$ are eigenvalues, every $\rho\in[a,b]$ is the quotient of a normalised superposition of their eigenvectors, and this superposition attains equality. It is called a mixture below, but it is a pure state, not a statistical mixture.

A Rayleigh quotient in an interval $(a,b)$ therefore does not by itself prove that the interval contains an eigenvalue, whereas a squared residual below $(\rho-a)(b-\rho)$ does. For a Hamiltonian matrix in a finite orthonormal basis, this gives a test for approximate states whose energies fall in a band gap; it concerns eigenvalues of that matrix, not of an operator it may approximate. The term spectral pollution usually refers to spurious limits of projected eigenvalues as the trial space grows. The statements here treat one trial vector at a time and take no such limit.

## The bound from an overlap of two residuals

For real $s,t$ and unit $x$, expanding the inner product gives
$$\operatorname{Re}\langle (T-s)x,(T-t)x\rangle=\|Tx\|^2-(s+t)\rho+st .$$
Setting $s=t=\rho$ gives $\|Tx-\rho x\|^2=\|Tx\|^2-\rho^2$. Setting $s=a$, $t=b$ and eliminating $\|Tx\|^2$ gives
$$\operatorname{Re}\langle (T-a)x,(T-b)x\rangle=\|Tx-\rho x\|^2+\rho^2-(a+b)\rho+ab=\|Tx-\rho x\|^2-(\rho-a)(b-\rho).$$

Now take an orthonormal eigenbasis $e_i$ with $Te_i=\lambda_ie_i$, and write $\xi_i=\langle e_i,x\rangle$. By symmetry,
$$\langle e_i,(T-s)x\rangle=\langle Te_i,x\rangle-s\,\xi_i=(\lambda_i-s)\,\xi_i .$$
Inserting the basis between the two residuals yields
$$\operatorname{Re}\langle (T-a)x,(T-b)x\rangle=\sum_i(\lambda_i-a)(\lambda_i-b)|\xi_i|^2 .$$
In a gap, each $\lambda_i$ is at most $a$ or at least $b$, so the two factors never have opposite signs. The sum is nonnegative, and the bound follows.

If equality holds, the sum is zero, and so is each of its terms. Hence $(\lambda_i-b)(\lambda_i-a)\xi_i=0$ for every $i$. These are the components of $(T-b)(T-a)x$, which therefore vanishes. Conversely, if that vector vanishes, so does $\langle(T-a)x,(T-b)x\rangle=\langle(T-b)(T-a)x,x\rangle$, and equality holds.

## Mixtures that fill the gap

Let $Tu=au$ and $Tv=bv$ with $a<b$ and $\|u\|=\|v\|=1$. Symmetry gives $a\langle u,v\rangle=b\langle u,v\rangle$, so $u$ and $v$ are orthogonal. For $a\le\rho\le b$, put
$$x=\alpha u+\beta v,\qquad \alpha=\sqrt{\frac{b-\rho}{b-a}},\quad \beta=\sqrt{\frac{\rho-a}{b-a}} .$$
Then $\|x\|^2=\alpha^2+\beta^2=1$, and the quotient is
$$a\alpha^2+b\beta^2=\frac{a(b-\rho)+b(\rho-a)}{b-a}=\rho .$$
Moreover $(T-a)x=(b-a)\beta v$, which $T-b$ annihilates. The overlap of the two residuals is then zero, so the squared residual is $(\rho-a)(b-\rho)$.

For $T=\operatorname{diag}(-1,1)$ and $\rho=0$, the mixture is $(1,1)/\sqrt2$ and its residual $(-1,1)/\sqrt2$ has norm 1, as the formula requires. In dimension one, every unit vector is an eigenvector with zero residual, and the bound says only that the single eigenvalue is not in $(a,b)$.

Symmetry is needed for the bound. The rotation $T=\begin{pmatrix}0&-1\\1&0\end{pmatrix}$ has no real eigenvalue, so $(-2,2)$ contains none. Yet $x=(1,0)$ has $\rho=0$ and squared residual 1, while the bound would demand 4.

## Definitions in Lean

The scalar field `𝕜` is real or complex, and `E` is the state space. Finite dimension is not assumed at first.

```lean
import Mathlib

open Module.End

namespace SpectralPollution

noncomputable section

variable {𝕜 E : Type*} [RCLike 𝕜] [NormedAddCommGroup E] [InnerProductSpace 𝕜 E]
```

The quotient is defined without division, so it is the usual one for normalised vectors. The theorems that use it as such assume `‖x‖ = 1` or prove it.

```lean
/-- The real part of `⟨x, T x⟩`. For a symmetric `T` and a normalised `x` this is the Rayleigh
quotient. -/
def rayleigh (T : E →ₗ[𝕜] E) (x : E) : ℝ := RCLike.re (inner 𝕜 x (T x))
```

The residual accepts any real shift `s`, so the same definition expresses $(T-a)x$, $(T-b)x$ and $Tx-\rho x$.

```lean
/-- The residual vector `T x - s x` of the trial pair `(s, x)`. -/
def residual (T : E →ₗ[𝕜] E) (s : ℝ) (x : E) : E := T x - (s : 𝕜) • x
```

The gap condition excludes real eigenvalues strictly between the endpoints. The endpoints themselves may or may not be eigenvalues.

```lean
/-- No eigenvalue of `T` lies strictly between `a` and `b`. -/
def SpectralGap (T : E →ₗ[𝕜] E) (a b : ℝ) : Prop :=
  ∀ μ : ℝ, a < μ → μ < b → ¬ HasEigenvalue T (μ : 𝕜)
```

The mixture has the amplitudes $\alpha$ and $\beta$ given above, embedded in the scalar field.

```lean
variable (𝕜) in
/-- The superposition of `u` and `v` whose coefficients are the square roots of `(b - ρ)/(b - a)`
and `(ρ - a)/(b - a)`. -/
def mixture (a b ρ : ℝ) (u v : E) : E :=
  ((√((b - ρ) / (b - a)) : ℝ) : 𝕜) • u + ((√((ρ - a) / (b - a)) : ℝ) : 𝕜) • v
```

## The overlap identity and its spectral form

The first lemma moves a real shift of $T$ across the inner product. It is used later to turn $\langle(T-a)x,(T-b)x\rangle$ into $\langle(T-b)(T-a)x,x\rangle$.

```lean
/-- For a symmetric operator the shifted operator `T - s` can be moved across the
inner product. -/
theorem residual_symm {T : E →ₗ[𝕜] E} (hT : T.IsSymmetric) (s : ℝ) (x y : E) :
    inner 𝕜 (residual T s x) y = inner 𝕜 x (residual T s y) := by
  simp only [residual, inner_sub_left, inner_sub_right, inner_smul_left, inner_smul_right,
    RCLike.conj_ofReal, hT x y]
```

The next theorem is the overlap identity. Its inner statement `h` is the expansion for general $s,t$; the final `linear_combination` subtracts the case $s=t=\rho$ from the case $s=a$, $t=b$. Symmetry of $T$ is not required, because only real parts enter.

```lean
/-- For a normalised `x` with `ρ = re ⟨x, T x⟩`, the real part of the overlap of the residuals at
`a` and `b` is the squared residual at `ρ` minus `(ρ - a)(b - ρ)`. -/
theorem re_inner_residual (T : E →ₗ[𝕜] E) {x : E} (hx : ‖x‖ = 1) (a b : ℝ) :
    RCLike.re (inner 𝕜 (residual T a x) (residual T b x)) =
      ‖residual T (rayleigh T x) x‖ ^ 2 - (rayleigh T x - a) * (b - rayleigh T x) := by
  -- one expansion serves for both pairs of shifts
  have h : ∀ s t : ℝ, RCLike.re (inner 𝕜 (residual T s x) (residual T t x)) =
      ‖T x‖ ^ 2 - (s + t) * rayleigh T x + s * t := by
    intro s t
    have hsymm : RCLike.re (inner 𝕜 (T x) x) = RCLike.re (inner 𝕜 x (T x)) :=
      inner_re_symm (𝕜 := 𝕜) (T x) x
    simp only [residual, rayleigh, inner_sub_left, inner_sub_right, inner_smul_left,
      inner_smul_right, RCLike.conj_ofReal, map_sub, RCLike.re_ofReal_mul,
      inner_self_eq_norm_sq, hx, hsymm]
    ring
  have h2 := h (rayleigh T x) (rayleigh T x)
  rw [inner_self_eq_norm_sq] at h2
  linear_combination h a b - h2
```

From here finite dimension is assumed, which supplies the eigenbasis. The lemma computes the component $(\lambda_i-s)\xi_i$, with `hT.eigenvalues rfl i` for $\lambda_i$ and `hT.eigenvectorBasis rfl i` for $e_i$.

```lean
section FiniteDimensional

variable [FiniteDimensional 𝕜 E]

/-- In the eigenbasis, `T - s` multiplies each amplitude by the eigenvalue minus `s`. -/
theorem eigen_amplitude {T : E →ₗ[𝕜] E} (hT : T.IsSymmetric) (s : ℝ) (x : E)
    (i : Fin (Module.finrank 𝕜 E)) :
    inner 𝕜 (hT.eigenvectorBasis rfl i) (residual T s x) =
      ((hT.eigenvalues rfl i - s : ℝ) : 𝕜) * inner 𝕜 (hT.eigenvectorBasis rfl i) x := by
  rw [residual, inner_sub_right, inner_smul_right, ← hT (hT.eigenvectorBasis rfl i) x,
    hT.apply_eigenvectorBasis, inner_smul_left, RCLike.conj_ofReal]
  push_cast
  ring
```

The spectral sum comes from inserting the basis with `sum_inner_mul_inner`. The statement `hp` shows that each term is real, using $\overline{\xi_i}\,\xi_i=|\xi_i|^2$.

```lean
/-- For a symmetric `T`, the real part of the overlap of the residuals at `a` and `b` is the sum of
`(λ - a)(λ - b)` over the eigenbasis, weighted by the squared moduli of the amplitudes of `x`. -/
theorem re_inner_residual_eq_sum {T : E →ₗ[𝕜] E} (hT : T.IsSymmetric) (a b : ℝ) (x : E) :
    RCLike.re (inner 𝕜 (residual T a x) (residual T b x)) =
      ∑ i, (hT.eigenvalues rfl i - a) * (hT.eigenvalues rfl i - b) *
        ‖inner 𝕜 (hT.eigenvectorBasis rfl i) x‖ ^ 2 := by
  rw [← (hT.eigenvectorBasis rfl).sum_inner_mul_inner (residual T a x) (residual T b x),
    map_sum]
  refine Finset.sum_congr rfl fun i _ => ?_
  -- each term is a real number
  have hp : inner 𝕜 (residual T a x) (hT.eigenvectorBasis rfl i) *
      inner 𝕜 (hT.eigenvectorBasis rfl i) (residual T b x) =
      (((hT.eigenvalues rfl i - a) * (hT.eigenvalues rfl i - b) *
        ‖inner 𝕜 (hT.eigenvectorBasis rfl i) x‖ ^ 2 : ℝ) : 𝕜) := by
    rw [← inner_conj_symm (residual T a x) (hT.eigenvectorBasis rfl i),
      eigen_amplitude hT, eigen_amplitude hT, map_mul, RCLike.conj_ofReal]
    push_cast
    linear_combination (((hT.eigenvalues rfl i : ℝ) : 𝕜) - (a : 𝕜)) *
      (((hT.eigenvalues rfl i : ℝ) : 𝕜) - (b : 𝕜)) *
      RCLike.conj_mul (inner 𝕜 (hT.eigenvectorBasis rfl i) x)
  rw [hp, RCLike.ofReal_re]
```

The sign argument splits on whether $\lambda_i\le a$. If not, the gap condition forces $\lambda_i\ge b$.

```lean
/-- If no eigenvalue lies in `(a, b)`, every eigenvalue `λ` has `(λ - a)(λ - b) ≥ 0`. -/
theorem gap_factor_nonneg {T : E →ₗ[𝕜] E} (hT : T.IsSymmetric) {a b : ℝ} (hab : a ≤ b)
    (hgap : SpectralGap T a b) (i : Fin (Module.finrank 𝕜 E)) :
    0 ≤ (hT.eigenvalues rfl i - a) * (hT.eigenvalues rfl i - b) := by
  rcases le_or_gt (hT.eigenvalues rfl i) a with h | h
  · exact mul_nonneg_of_nonpos_of_nonpos (by linarith) (by linarith)
  · have h2 : b ≤ hT.eigenvalues rfl i := by
      by_contra h3
      exact hgap _ h (lt_of_not_ge h3) (hT.hasEigenvalue_eigenvalues rfl i)
    exact mul_nonneg (by linarith) (by linarith)
```

## Bound, detection test and equality case

The bound combines the overlap identity, the spectral sum and the nonnegativity of its terms. It holds for every unit `x`, but it is informative only when $\rho$ lies strictly between $a$ and $b$, since otherwise $(\rho-a)(b-\rho)$ is not positive.

```lean
/-- If a symmetric `T` in finite dimension has no eigenvalue in `(a, b)`, a normalised state with
Rayleigh quotient `ρ` has squared residual at least `(ρ - a)(b - ρ)`. -/
theorem residual_lower_bound {T : E →ₗ[𝕜] E} (hT : T.IsSymmetric) {a b : ℝ} (hab : a ≤ b)
    (hgap : SpectralGap T a b) {x : E} (hx : ‖x‖ = 1) :
    (rayleigh T x - a) * (b - rayleigh T x) ≤ ‖residual T (rayleigh T x) x‖ ^ 2 := by
  have h := re_inner_residual T hx a b
  rw [re_inner_residual_eq_sum hT] at h
  have hs := Finset.sum_nonneg fun i (_ : i ∈ Finset.univ) =>
    mul_nonneg (gap_factor_nonneg hT hab hgap i)
      (sq_nonneg ‖inner 𝕜 (hT.eigenvectorBasis rfl i) x‖)
  linarith
```

The contrapositive is the detection test. A squared residual below $(\rho-a)(b-\rho)$ certifies an eigenvalue in $(a,b)$, with the quotient and residual taken as exact numbers. If the squared residual is not below that value, the test gives no conclusion: the interval may contain no eigenvalue, or the trial vector may be poor.

```lean
/-- For a symmetric `T` in finite dimension and a normalised state with Rayleigh quotient `ρ`, a
squared residual below `(ρ - a)(b - ρ)` certifies an eigenvalue of `T` in `(a, b)`. -/
theorem eigenvalue_of_small_residual {T : E →ₗ[𝕜] E} (hT : T.IsSymmetric) {a b : ℝ}
    (hab : a ≤ b) {x : E} (hx : ‖x‖ = 1)
    (hlt : ‖residual T (rayleigh T x) x‖ ^ 2 < (rayleigh T x - a) * (b - rayleigh T x)) :
    ∃ μ : ℝ, a < μ ∧ μ < b ∧ HasEigenvalue T (μ : 𝕜) := by
  by_contra h
  exact absurd (residual_lower_bound hT hab (fun μ h1 h2 h3 => h ⟨μ, h1, h2, h3⟩) hx)
    (not_le_of_gt hlt)
```

In the equality case, the forward direction uses `Finset.sum_eq_zero_iff_of_nonneg` to make each term vanish, then rebuilds $(T-b)(T-a)x$ from its components with `sum_repr'`. The three branches correspond to $\lambda_i=a$, $\lambda_i=b$ and $\xi_i=0$. The reverse direction uses `residual_symm`.

```lean
/-- For a symmetric `T` in finite dimension with no eigenvalue in `(a, b)`, the residual bound is
attained exactly by the normalised states annihilated by `(T - b)(T - a)`. -/
theorem residual_eq_iff {T : E →ₗ[𝕜] E} (hT : T.IsSymmetric) {a b : ℝ} (hab : a ≤ b)
    (hgap : SpectralGap T a b) {x : E} (hx : ‖x‖ = 1) :
    ‖residual T (rayleigh T x) x‖ ^ 2 = (rayleigh T x - a) * (b - rayleigh T x) ↔
      residual T b (residual T a x) = 0 := by
  have h := re_inner_residual T hx a b
  constructor
  · intro he
    rw [re_inner_residual_eq_sum hT, he, sub_self] at h
    -- a vanishing sum of nonnegative terms vanishes term by term
    have hz := (Finset.sum_eq_zero_iff_of_nonneg fun i _ =>
      mul_nonneg (gap_factor_nonneg hT hab hgap i) (sq_nonneg _)).mp h
    rw [← (hT.eigenvectorBasis rfl).sum_repr' (residual T b (residual T a x))]
    refine Finset.sum_eq_zero fun i hi => ?_
    rw [eigen_amplitude hT, eigen_amplitude hT]
    rcases mul_eq_zero.mp (hz i hi) with h1 | h1
    · rcases mul_eq_zero.mp h1 with h2 | h2
      · rw [h2]; simp
      · rw [h2]; simp
    · rw [norm_eq_zero.mp ((pow_eq_zero_iff two_ne_zero).mp h1)]; simp
  · intro h0
    rw [← residual_symm hT b, h0, inner_zero_left, map_zero] at h
    linarith

end FiniteDimensional
```

## The mixture theorem

The last theorem gives the norm, quotient and squared residual of the mixture together. It assumes neither a gap nor finite dimension: two normalised eigenvectors with distinct eigenvalues suffice. When the interval between them is a gap, each $\rho$ strictly inside is a quotient that is not an eigenvalue.

The proof first derives orthogonality (`huv`). The facts `hc` and `hs` record $\alpha^2(b-a)=b-\rho$ and $\beta^2(b-a)=\rho-a$, after which the square roots are replaced by plain letters `c` and `s`. The auxiliary formula `key` gives both the norm and the quotient, `h0` is the annihilation by $(T-b)(T-a)$, and the overlap identity then yields the residual.

```lean
/-- If `a < b` are eigenvalues of a symmetric `T` with normalised eigenvectors `u` and `v`, every
`ρ` in `[a, b]` is the Rayleigh quotient of their normalised mixture, whose squared residual is `(ρ
- a)(b - ρ)`. -/
theorem mixture_pollutes {T : E →ₗ[𝕜] E} (hT : T.IsSymmetric) {a b ρ : ℝ} (hab : a < b)
    (ha : a ≤ ρ) (hb : ρ ≤ b) {u v : E} (hu : ‖u‖ = 1) (hv : ‖v‖ = 1)
    (hTu : T u = (a : 𝕜) • u) (hTv : T v = (b : 𝕜) • v) :
    ‖mixture 𝕜 a b ρ u v‖ = 1 ∧ rayleigh T (mixture 𝕜 a b ρ u v) = ρ ∧
      ‖residual T ρ (mixture 𝕜 a b ρ u v)‖ ^ 2 = (ρ - a) * (b - ρ) := by
  have hne : b - a ≠ 0 := (sub_pos.mpr hab).ne'
  -- eigenvectors of different eigenvalues are orthogonal
  have huv : inner 𝕜 u v = 0 := by
    have h := hT u v
    rw [hTu, hTv, inner_smul_left, inner_smul_right, RCLike.conj_ofReal] at h
    have h2 : ((b - a : ℝ) : 𝕜) * inner 𝕜 u v = 0 := by
      push_cast
      linear_combination -h
    exact (mul_eq_zero.mp h2).resolve_left (by exact_mod_cast hne)
  have hvu : inner 𝕜 v u = 0 := by rw [← inner_conj_symm, huv, map_zero]
  have hc : √((b - ρ) / (b - a)) ^ 2 * (b - a) = b - ρ := by
    rw [Real.sq_sqrt (div_nonneg (by linarith) (by linarith)), div_mul_cancel₀ _ hne]
  have hs : √((ρ - a) / (b - a)) ^ 2 * (b - a) = ρ - a := by
    rw [Real.sq_sqrt (div_nonneg (by linarith) (by linarith)), div_mul_cancel₀ _ hne]
  unfold mixture
  generalize √((b - ρ) / (b - a)) = c at hc ⊢
  generalize √((ρ - a) / (b - a)) = s at hs ⊢
  have key : ∀ p q : ℝ, RCLike.re (inner 𝕜 ((c : 𝕜) • u + (s : 𝕜) • v)
      ((p : 𝕜) • u + (q : 𝕜) • v)) = c * p + s * q := by
    intro p q
    simp only [inner_add_left, inner_add_right, inner_smul_left, inner_smul_right, huv, hvu,
      RCLike.conj_ofReal, mul_zero, add_zero, zero_add, map_add, RCLike.re_ofReal_mul,
      inner_self_eq_norm_sq, hu, hv]
    ring
  have hnorm : ‖(c : 𝕜) • u + (s : 𝕜) • v‖ = 1 := by
    refine (pow_eq_one_iff_of_nonneg (norm_nonneg _) two_ne_zero).mp ?_
    rw [← inner_self_eq_norm_sq (𝕜 := 𝕜), key]
    apply mul_right_cancel₀ hne
    linear_combination hc + hs
  have hray : rayleigh T ((c : 𝕜) • u + (s : 𝕜) • v) = ρ := by
    have hTx : T ((c : 𝕜) • u + (s : 𝕜) • v) =
        ((c * a : ℝ) : 𝕜) • u + ((s * b : ℝ) : 𝕜) • v := by
      simp only [map_add, map_smul, hTu, hTv, smul_smul, RCLike.ofReal_mul]
    rw [rayleigh, hTx, key]
    apply mul_right_cancel₀ hne
    linear_combination a * hc + b * hs
  -- the mixture is annihilated by (T - b)(T - a)
  have h0 : residual T b (residual T a ((c : 𝕜) • u + (s : 𝕜) • v)) = 0 := by
    simp only [residual, map_add, map_sub, map_smul, hTu, hTv]
    module
  refine ⟨hnorm, hray, ?_⟩
  have e := re_inner_residual T hnorm a b
  rw [← residual_symm hT b, h0, inner_zero_left, map_zero, hray] at e
  linarith

end

end SpectralPollution
```

```lean
#print axioms SpectralPollution.residual_lower_bound
#print axioms SpectralPollution.eigenvalue_of_small_residual
#print axioms SpectralPollution.residual_eq_iff
#print axioms SpectralPollution.mixture_pollutes
```

```
'SpectralPollution.residual_lower_bound' depends on axioms: [propext, Classical.choice, Quot.sound]
'SpectralPollution.eigenvalue_of_small_residual' depends on axioms: [propext, Classical.choice, Quot.sound]
'SpectralPollution.residual_eq_iff' depends on axioms: [propext, Classical.choice, Quot.sound]
'SpectralPollution.mixture_pollutes' depends on axioms: [propext, Classical.choice, Quot.sound]
```
